# With ideal pulses, incomplete recovery makes the inversion-recovery null give too short a T1

I write T for the longitudinal relaxation time, usually called T1, and M₀ for the equilibrium magnetization. One cycle of my experiment is a 180° pulse, a delay t, a 90° pulse that reads out the signal, and a recovery time d before the next 180° pulse. I count d from the readout pulse, so it includes the acquisition, and I keep it fixed while I vary t.

For a sample that starts at equilibrium, the signal is proportional to 1 − 2 exp(−t/T). I therefore search for the delay t₀ at which it vanishes and report t₀/ln 2 as T. But I average many scans, leaving out the first, and don't wait for full recovery, so the inversion in each scan that I use starts from less than M₀. Is the T that I report then too long or too short, by how much, and does the error build up from scan to scan?

## The null comes early, by a fraction smaller than exp(−d/T)

Your value is too short, and the error does not build up: it is the same from the second scan onwards. This holds for perfect pulses, a single longitudinal relaxation time, and no transverse magnetization left when a pulse arrives. With the abbreviation

E = exp(−d/T),

the relative error of t₀/ln 2 lies strictly between E/(2 ln 2), which is about 0.72 E, and E itself.

### One readout erases the history

Between pulses the longitudinal magnetization M obeys the Bloch equation

T dM/dτ = M₀ − M,

where τ is the time since the last pulse. If M starts at m, the solution is

M(τ) = M₀ + (m − M₀) exp(−τ/T).

At τ = 0 this equals m. Its derivative times T is −(m − M₀) exp(−τ/T), which is M₀ − M(τ), as required.

Now let x be the longitudinal magnetization just before an inversion. The 180° pulse turns it into −x, and after the delay t it has become

b = M₀ − (M₀ + x) exp(−t/T).

The 90° pulse turns all of b into transverse magnetization, which is the signal, and leaves b cos 90° = 0 along z. Recovery therefore starts from zero, whatever x was, and ends at

M₀ + (0 − M₀) E = M₀(1 − E).

The next inversion starts from this value. Putting x = M₀(1 − E) into the expression for b gives the next signal:

S = M₀ − (M₀ + M₀(1 − E)) exp(−t/T) = M₀[1 − (2 − E) exp(−t/T)].

One completed cycle is enough to reach this steady state. If you know the formula with a repetition time TR, set TR = t + d: the bracket becomes 1 − 2 exp(−t/T) + exp(−TR/T).

### From the null to the error in T

For M₀ ≠ 0, the signal vanishes exactly when (2 − E) exp(−t/T) = 1, that is, when exp(t/T) = 2 − E. The only solution is

t₀ = T ln(2 − E).

Since T and d are positive, E < 1. Hence 2 − E > 1 and t₀ > 0. The relative error of your estimate is

δ = 1 − t₀/(T ln 2) = 1 − ln(2 − E)/ln 2.

For the upper bound, write 2 − E as the weighted mean (1 − E)·2 + E·1. The logarithm is strictly concave, so

ln(2 − E) > (1 − E) ln 2 + E ln 1 = (1 − E) ln 2,

and dividing by ln 2 gives δ < E.

For the lower bound, write 2 − E = 2(1 − E/2) and use ln y < y − 1, valid for positive y ≠ 1, at y = 1 − E/2:

ln(2 − E) = ln 2 + ln(1 − E/2) < ln 2 − E/2.

This gives δ > E/(2 ln 2) > 0.

If d ≥ 5T, then E ≤ exp(−5). Since e > 2.7 and 2.7⁵ > 100, this is below 1/100, so the estimate is short by less than one percent. The T in this condition is the true one. Five times your estimated value is less than 5T, and much less if the d used for the estimate was short compared with T.

### Correcting a measured null

Suppose T = 1 s and d = 2 s. Then E ≈ 0.135 and the null falls at t₀ ≈ 0.623 s. Dividing by ln 2 gives 0.899 s, an error of about 10 percent, between the bounds of 9.8 and 13.5 percent.

In a real measurement you know t₀ and d but not T. You can then solve

T = t₀ / ln(2 − exp(−d/T))

by repeated substitution. Starting from 0.899 s on the right-hand side, successive values are 0.977, 0.995 and 0.999 s, approaching 1 s.

In a Bloch simulation of this sequence with ideal pulses and one longitudinal relaxation time, a single preparatory cycle likewise suffices before the signal is recorded, provided that the transverse magnetization is set to zero before each pulse.

### The derivation in Lean

```lean
import Mathlib

noncomputable section

namespace InversionRecovery

/-- Longitudinal magnetization after free relaxation for a time `τ` from the value `m`,
with equilibrium value `M₀` and relaxation time `T ≠ 0`. -/
def relax (T M₀ τ m : ℝ) : ℝ := M₀ + (m - M₀) * Real.exp (-τ / T)

/-- Longitudinal magnetization left by a pulse of flip angle `θ` acting on purely
longitudinal magnetization `m`. -/
def flipZ (θ m : ℝ) : ℝ := m * Real.cos θ

/-- Transverse magnetization created by a pulse of flip angle `θ` acting on purely
longitudinal magnetization `m`. -/
def flipXY (θ m : ℝ) : ℝ := m * Real.sin θ

/-- Longitudinal magnetization just before readout: a perfect inversion of `m`, then
relaxation during the delay `t`, with `T ≠ 0`. -/
def beforeReadout (T M₀ t m : ℝ) : ℝ := relax T M₀ t (flipZ Real.pi m)

/-- One full cycle: inversion, delay `t`, 90-degree readout, recovery `d`, with `T ≠ 0`.
Transverse magnetization is taken to have dephased before each pulse. -/
def cycle (T M₀ t d m : ℝ) : ℝ :=
  relax T M₀ d (flipZ (Real.pi / 2) (beforeReadout T M₀ t m))

/-- Signal read out after `n` completed cycles that began with longitudinal
magnetization `m`, with `T ≠ 0`. -/
def signal (T M₀ t d : ℝ) (n : ℕ) (m : ℝ) : ℝ :=
  flipXY (Real.pi / 2) (beforeReadout T M₀ t ((cycle T M₀ t d)^[n] m))

/-- The delay `T ln (2 - exp (-d/T))`, for `T > 0` and `d > 0`. -/
def nullTime (T d : ℝ) : ℝ := T * Real.log (2 - Real.exp (-d / T))

/-- For `T ≠ 0` the relaxation law starts at `m` and solves the longitudinal Bloch
equation `T dM/dτ = M₀ - M`. -/
theorem relax_bloch {T : ℝ} (hT : T ≠ 0) (M₀ m τ : ℝ) :
    relax T M₀ 0 m = m ∧
      HasDerivAt (fun s => T * relax T M₀ s m) (M₀ - relax T M₀ τ m) τ := by
  unfold relax
  constructor
  · simp
  · have h1 : HasDerivAt (fun s : ℝ => -s / T) (-1 / T) τ :=
      (hasDerivAt_id' τ).fun_neg.div_const T
    have h2 := ((h1.exp.const_mul (m - M₀)).const_add M₀).const_mul T
    have h3 : T * (-1 / T) = -1 := by field_simp
    refine h2.congr_deriv ?_
    linear_combination (m - M₀) * Real.exp (-τ / T) * h3

/-- After at least one completed cycle the signal is
`M₀ (1 - (2 - exp (-d/T)) exp (-t/T))`, whatever the initial magnetization. -/
theorem signal_eq (T M₀ t d : ℝ) (n : ℕ) (m : ℝ) :
    signal T M₀ t d (n + 1) m =
      M₀ * (1 - (2 - Real.exp (-d / T)) * Real.exp (-t / T)) := by
  unfold signal
  rw [Function.iterate_succ_apply']
  generalize (cycle T M₀ t d)^[n] m = x
  -- the readout pulse leaves no longitudinal magnetization, so `x` drops out
  simp only [cycle, beforeReadout, flipZ, flipXY, relax, Real.cos_pi_div_two,
    Real.sin_pi_div_two, Real.cos_pi]
  ring

/-- For positive `T` and `d`, the factor `exp (-d/T)` lies strictly below one. -/
theorem recovery_factor_lt_one {T d : ℝ} (hT : 0 < T) (hd : 0 < d) :
    Real.exp (-d / T) < 1 := by
  have h := div_pos hd hT
  rw [Real.exp_lt_one_iff, neg_div]
  linarith

/-- For `T, d > 0` and `M₀ ≠ 0`, the signal after at least one completed cycle vanishes
exactly when the delay equals `nullTime T d`. -/
theorem signal_eq_zero_iff {T M₀ d : ℝ} (hT : 0 < T) (hd : 0 < d) (hM : M₀ ≠ 0)
    (t : ℝ) (n : ℕ) (m : ℝ) :
    signal T M₀ t d (n + 1) m = 0 ↔ t = nullTime T d := by
  have hE := recovery_factor_lt_one hT hd
  have h3 : Real.exp (-t / T) * Real.exp (t / T) = 1 := by
    rw [← Real.exp_add, neg_div T t, neg_add_cancel, Real.exp_zero]
  rw [signal_eq]
  constructor
  · intro h
    have h1 := (mul_eq_zero.mp h).resolve_left hM
    have h2 : 2 - Real.exp (-d / T) = Real.exp (t / T) := by
      linear_combination (-Real.exp (t / T)) * h1 - (2 - Real.exp (-d / T)) * h3
    rw [nullTime, h2, Real.log_exp, mul_div_cancel₀ t hT.ne']
  · intro h
    have h4 : Real.exp (t / T) = 2 - Real.exp (-d / T) := by
      rw [h, nullTime, mul_div_cancel_left₀ _ hT.ne', Real.exp_log (by linarith)]
    linear_combination (-M₀) * h3 + M₀ * Real.exp (-t / T) * h4

/-- For `T, d > 0`, the relative error of the estimate `nullTime T d / ln 2` of `T` lies
strictly between `exp (-d/T) / (2 ln 2)` and `exp (-d/T)`. -/
theorem null_error_bounds {T d : ℝ} (hT : 0 < T) (hd : 0 < d) :
    Real.exp (-d / T) / (2 * Real.log 2) < 1 - nullTime T d / (T * Real.log 2) ∧
      1 - nullTime T d / (T * Real.log 2) < Real.exp (-d / T) := by
  have hE := recovery_factor_lt_one hT hd
  have hE0 := Real.exp_pos (-d / T)
  rw [nullTime, mul_div_mul_left _ _ hT.ne']
  generalize Real.exp (-d / T) = E at hE hE0 ⊢
  have hl : 0 < Real.log 2 := Real.log_pos (by norm_num)
  -- strict concavity of the logarithm between 1 and 2
  have hup : (1 - E) * Real.log 2 < Real.log (2 - E) := by
    have h := strictConcaveOn_log_Ioi.2 (x := (2 : ℝ)) (y := (1 : ℝ))
      (Set.mem_Ioi.mpr (by norm_num)) (Set.mem_Ioi.mpr (by norm_num)) (by norm_num)
      (sub_pos.mpr hE) hE0 (by ring)
    have e : (1 - E) * 2 + E * 1 = 2 - E := by ring
    simp only [smul_eq_mul, Real.log_one, mul_zero, add_zero] at h
    rwa [e] at h
  -- the tangent of the logarithm at 1
  have hlow : Real.log (2 - E) < Real.log 2 - E / 2 := by
    have h := Real.log_lt_sub_one_of_pos (x := 1 - E / 2) (by linarith)
      (by intro h; linarith)
    have e : 2 - E = 2 * (1 - E / 2) := by ring
    rw [e, Real.log_mul (by norm_num) (by linarith)]
    linarith
  have e : 1 - Real.log (2 - E) / Real.log 2 =
      (Real.log 2 - Real.log (2 - E)) / Real.log 2 := by
    rw [sub_div, div_self hl.ne']
  rw [e]
  constructor
  · rw [← div_div]
    exact div_lt_div_of_pos_right (by linarith) hl
  · rw [div_lt_iff₀ hl]
    linarith

/-- For `T, d > 0` and `M₀ ≠ 0` there is one positive delay `t₀` at which alone the signal
vanishes, after any positive number of completed cycles and from any initial magnetization,
and it satisfies `0 < 1 - t₀ / (T ln 2) < exp (-d/T)`. -/
theorem inversion_recovery_null {T M₀ d : ℝ} (hT : 0 < T) (hd : 0 < d) (hM : M₀ ≠ 0) :
    ∃ t₀ : ℝ, 0 < t₀ ∧
      (∀ (n : ℕ) (m t : ℝ), signal T M₀ t d (n + 1) m = 0 ↔ t = t₀) ∧
      0 < 1 - t₀ / (T * Real.log 2) ∧
      1 - t₀ / (T * Real.log 2) < Real.exp (-d / T) := by
  have hE := recovery_factor_lt_one hT hd
  have hl : 0 < Real.log 2 := Real.log_pos (by norm_num)
  obtain ⟨h1, h2⟩ := null_error_bounds hT hd
  refine ⟨nullTime T d, mul_pos hT (Real.log_pos (by linarith)),
    fun n m t => signal_eq_zero_iff hT hd hM t n m, lt_trans ?_ h1, h2⟩
  positivity

/-- If `T > 0`, `M₀ ≠ 0` and the recovery lasts at least `5 T`, a delay `t` that nulls the
signal after at least one completed cycle gives an estimate `t / ln 2` that is below `T`
by less than one percent. -/
theorem five_T_rule {T M₀ d t m : ℝ} {n : ℕ} (hT : 0 < T) (hd : 5 * T ≤ d)
    (hM : M₀ ≠ 0) (hnull : signal T M₀ t d (n + 1) m = 0) :
    99 / 100 * T < t / Real.log 2 ∧ t / Real.log 2 < T := by
  obtain ⟨t₀, -, huniq, hpos, hlt⟩ :=
    inversion_recovery_null hT (show 0 < d by linarith) hM
  rw [← (huniq n m t).mp hnull] at hpos hlt
  have e : t / (T * Real.log 2) = t / Real.log 2 / T := by
    rw [div_div, mul_comm T]
  rw [e] at hpos hlt
  -- numerical bound exp (-5) < 1/100
  have h5 : Real.exp 5 = Real.exp 1 ^ 5 := by
    rw [← Real.exp_nat_mul]
    norm_num
  have h100 : (100 : ℝ) < Real.exp 5 := by
    rw [h5]
    have h := Real.exp_one_gt_d9
    calc (100 : ℝ) < 2.7 ^ 5 := by norm_num
      _ ≤ Real.exp 1 ^ 5 := pow_le_pow_left₀ (by norm_num) (by linarith) 5
  have hprod : Real.exp (-5) * Real.exp 5 = 1 := by
    rw [← Real.exp_add, neg_add_cancel, Real.exp_zero]
  have hsmall := mul_lt_mul_of_pos_left h100 (Real.exp_pos (-5))
  have hmono : Real.exp (-d / T) ≤ Real.exp (-5) := by
    apply Real.exp_le_exp.mpr
    rw [div_le_iff₀ hT]
    linarith
  constructor
  · rw [← lt_div_iff₀ hT]
    linarith
  · rw [← div_lt_one hT]
    linarith

end InversionRecovery
```

```lean
#print axioms InversionRecovery.relax_bloch
#print axioms InversionRecovery.inversion_recovery_null
#print axioms InversionRecovery.five_T_rule
```

```
'InversionRecovery.relax_bloch' depends on axioms: [propext, Classical.choice, Quot.sound]
'InversionRecovery.inversion_recovery_null' depends on axioms: [propext, Classical.choice, Quot.sound]
'InversionRecovery.five_T_rule' depends on axioms: [propext, Classical.choice, Quot.sound]
```

### What the theorems say about the experiment

All quantities are real numbers. `T` is T1, `M₀` is the equilibrium magnetization, and `m` is the longitudinal magnetization at the start of the series. `relax` is free relaxation. `flipZ` and `flipXY` give the longitudinal and transverse parts that a pulse of angle `θ` produces from purely longitudinal magnetization. Angles are in radians, so `Real.pi` is the inversion and `Real.pi / 2` the readout.

`cycle` runs from just before one inversion to just before the next. `signal T M₀ t d n m` applies `n` such cycles to `m`, then inverts, waits for `t` and reads out. It is the transverse magnetization immediately after the readout pulse, with its sign and with the receiver gain set to one. The argument `n + 1` in the theorems means at least one completed cycle, hence the second readout or a later one.

The main theorem, `inversion_recovery_null`, assumes `0 < T`, `0 < d` and `M₀ ≠ 0`. It says that there is a positive delay `t₀` such that the signal vanishes if and only if `t = t₀`, and that 0 < 1 − t₀/(T ln 2) < exp(−d/T). The same `t₀` serves for every positive number of completed cycles and every starting magnetization. The condition on `M₀` is needed because for M₀ = 0 the signal after a completed cycle is zero at every delay.

`null_error_bounds` contains the sharper lower bound. `five_T_rule` is phrased for the experimenter: if a delay `t` nulls the signal and `5 * T ≤ d`, then `t / Real.log 2` lies between 0.99 T and T.

The relaxation law is checked against the Bloch equation, and the steady state is derived by iterating the cycle. The step from here to your spectrometer is the assumption that no transverse magnetization is left when a pulse arrives. It is built into the definitions, which keep only the longitudinal component from one pulse to the next. In practice it calls for a recovery time long compared with the transverse relaxation time, or for spoiler gradients chosen so that later pulses do not refocus the magnetization they have dephased. The word "dephased" in the comment on `cycle` is meant in this strict sense: nothing comes back as an echo. The pulses are likewise instantaneous and exact by definition, so a miscalibrated inversion, which also shifts the null, lies outside the model.

### How the Lean proofs match the algebra

`relax_bloch` verifies the initial value and the differential equation. It differentiates `T` times the magnetization by the chain rule, and `linear_combination` matches the result with M₀ − M.

`signal_eq` is the loss of memory. `Function.iterate_succ_apply'` separates the last completed cycle from the earlier ones, and `generalize` calls the result of those earlier cycles `x`, as above. After `simp only` has inserted the sines and cosines of the two pulse angles, `x` is multiplied by zero, and `ring` removes it and collects the remaining terms. No induction over the scans is needed.

`recovery_factor_lt_one` supplies E < 1. `signal_eq_zero_iff` then solves for the null in both directions. Forwards, it cancels `M₀`, multiplies by exp(t/T) and takes the logarithm. Backwards, it exponentiates `nullTime T d` and substitutes. The auxiliary identity `h3` states that exp(−t/T) and exp(t/T) multiply to one.

In `null_error_bounds`, `T` cancels from the ratio and exp(−d/T) is replaced by a number `E` between 0 and 1. The step `hup` applies strict concavity at the points 2 and 1 with weights 1 − E and E. The step `hlow` applies ln y < y − 1 at y = 1 − E/2. Division by the positive number ln 2 turns them into the two bounds on δ.

`inversion_recovery_null` supplies `nullTime T d` as the delay and assembles these results. `five_T_rule` uses the uniqueness of the null to identify the observed `t` with `t₀`, and then bounds exp(−5) through 2.7⁵ > 100, as in the derivation.
